# The density of non-interacting electrons in a linear potential, from the orbital at the chemical potential

## Electrons at an edge

Near a surface the effective potential rises and the electron density dies away. A simple model of such an edge is the Airy gas: non-interacting electrons in a potential that is linear in one coordinate $x$ and constant in the other two. Its density is a sum over infinitely many occupied orbitals. Can that sum be expressed through a single orbital at the point $x$?

Choose units with $\hbar^2/2m=1$, potential $v(x)=x$ and chemical potential $0$. Let $f$ solve $f''(u)=u f(u)$. The shifted function $\varphi(x)=f(x+t)$ satisfies $\varphi''=(x+t)\varphi$, hence
$$-\varphi''+x\varphi=-t\varphi .$$
It is an orbital of axial energy $-t$. A transverse plane wave of wave number $k$ adds $k^2$, so at zero temperature the state is filled when $k^2\le t$. With two spins, the number of such waves per unit area is
$$2\int_0^{\sqrt t}\frac{2\pi k\,dk}{(2\pi)^2}=\frac{t}{2\pi}.$$

## The density formula and its hypotheses

Define the Kohn-Mattsson expression
$$K(x)=\tfrac23\left(x^2f(x)^2-x f'(x)^2-\tfrac12 f(x)f'(x)\right).$$
If $f^2$ is bounded on $u\ge0$, then
$$n(x)=\lim_{T\to\infty}\int_0^T\frac{t}{2\pi}f(x+t)^2\,dt=\frac{K(x)}{2\pi}.$$

In Lean this is `airy_gas_density`. `IsAirySolution f f'` says that `f'` is the derivative of `f` and that `f'` has derivative `u * f u`, at every real `u`. The bound is the hypothesis `hb` with constant `C`; physically, the orbital does not blow up in the forbidden region. `transverseStates t` is the integral over the Fermi disc, and `filledDensity f T x` collects axial energies from $-T$ to $0$. `kohnMattsson f f' x` is $K(x)$. The separate theorem `moment_limit` treats the integral without the factor $1/2\pi$, assuming $u^2f^2\to0$ and $uf'^2\to0$ instead of boundedness.

The normalisation of $f$ is left free, and multiplying $f$ by $\lambda$ multiplies both sides by $\lambda^2$. The physical density belongs to $f=\mathrm{Ai}$, whose shifts are normalised per unit energy. That the integral over $t$ with this weight is the density is a definition here, not a consequence of a spectral theorem. The file does not construct $\mathrm{Ai}$.

The AM05 functional uses the Airy gas as its model for exchange in a surface region; the formula supplies the density of that non-interacting model, and says nothing about its exchange or correlation energy.

## From the Airy equation to the closed form

Put $u=x+t$, so that $t f(x+t)^2=(u-x)f(u)^2$. The Airy equation gives
$$\frac{d}{du}\left(uf^2-f'^2\right)=f^2+2uff'-2uff'=f^2,$$
$$\frac{d}{du}\,\frac{u^2f^2-uf'^2+ff'}{3}=\frac{2uf^2+2u^2ff'-f'^2-2u^2ff'+f'^2+uf^2}{3}=uf^2 .$$
An antiderivative is therefore
$$G(u)=\tfrac13\left(u^2f^2-uf'^2+ff'\right)-x\left(uf^2-f'^2\right),$$
and the integral up to $T$ is $G(x+T)-G(x)$. At the lower end,
$$-G(x)=\tfrac23\left(x^2f^2-xf'^2\right)-\tfrac13ff'=K(x).$$

The upper end vanishes if $u^2f^2$ and $uf'^2$ do, because for $u\ge1$ we have $uf^2\le u^2f^2$, $f'^2\le uf'^2$ and $|ff'|\le u^2f^2+uf'^2$.

Boundedness supplies this decay. Let $w=ff'$. For $u\ge0$,
$$w'=f'^2+uf^2\ge0,\qquad (f^2)'=2w,\qquad (f'^2)'=2uw .$$
If $w$ were positive somewhere, it would stay at least that large and $f^2$ would grow without bound. So $w\le0$. If $w$ stayed below some $-\varepsilon<0$, then $f^2$ would become negative. Being monotone, $w$ tends to $0$. Moreover, $f^2$ and $f'^2$ do not increase. For $u>0$ the mean value theorem on $[u/2,u]$ gives a point $c$ with
$$-w(u/2)\ge w(u)-w(u/2)=\frac u2\left(f'(c)^2+cf(c)^2\right)\ge\frac u2f'(u)^2+\frac{u^2}{4}f(u)^2 .$$
Both $u^2f^2$ and $uf'^2$ are thus at most $-4w(u/2)$, which tends to $0$.

Differentiating $K$ gives
$$K'=\tfrac23\left(\tfrac32xf^2-\tfrac32f'^2\right)=xf^2-f'^2,\qquad K''=f^2 .$$
The density gradient is $K'/2\pi$.

## The density at the classical edge

Take $f=\mathrm{Ai}$ and $x=0$, where the potential equals the chemical potential. With $\mathrm{Ai}(0)\approx0.35503$ and $\mathrm{Ai}'(0)\approx-0.25882$,
$$K(0)=-\tfrac13\mathrm{Ai}(0)\mathrm{Ai}'(0)\approx0.03063,\qquad n(0)=\frac{K(0)}{2\pi}\approx0.00487$$
in the chosen units.

## The Lean file

```lean
import Mathlib

open Filter Topology Real

namespace AiryGas

noncomputable section

/-- `f` solves the Airy equation `f'' = u f` on the whole line, and `f'` is its derivative. -/
def IsAirySolution (f f' : ℝ → ℝ) : Prop :=
  ∀ u, HasDerivAt f (f' u) u ∧ HasDerivAt f' (u * f u) u

/-- Transverse plane-wave states per unit area, with two spins, having kinetic energy
`k² ≤ t`, for `t ≥ 0`: a radial integral over the Fermi disc. -/
def transverseStates (t : ℝ) : ℝ :=
  2 * ∫ k in (0 : ℝ)..√t, 2 * π * k / (2 * π) ^ 2

/-- Density at `x` from the orbitals `f (x + t)` with axial energies `-t` between `-T` and the
chemical potential `0`, each weighted by its filled transverse states. -/
def filledDensity (f : ℝ → ℝ) (T x : ℝ) : ℝ :=
  ∫ t in (0 : ℝ)..T, transverseStates t * f (x + t) ^ 2

/-- The Kohn-Mattsson expression in the edge orbital and its slope. -/
def kohnMattsson (f f' : ℝ → ℝ) (x : ℝ) : ℝ :=
  2 / 3 * (x ^ 2 * f x ^ 2 - x * f' x ^ 2 - f x * f' x / 2)

/-- An Airy solution shifted by `t` solves the Schrödinger equation `-φ'' + x φ = -t φ`
of the linear potential. -/
theorem orbital_schrodinger {f f' : ℝ → ℝ} (h : IsAirySolution f f') (t x : ℝ) :
    -deriv (deriv fun y => f (y + t)) x + x * f (x + t) = -t * f (x + t) := by
  have h1 : (deriv fun y => f (y + t)) = fun y => f' (y + t) :=
    funext fun y => ((h (y + t)).1.comp_add_const y t).deriv
  rw [h1, ((h (x + t)).2.comp_add_const x t).deriv]
  ring

/-- For `t ≥ 0` the number of filled transverse states per unit area is `t / (2π)`. -/
theorem transverseStates_eq {t : ℝ} (ht : 0 ≤ t) : transverseStates t = t / (2 * π) := by
  have h1 : (fun k : ℝ => 2 * π * k / (2 * π) ^ 2) = fun k => 1 / (2 * π) * k := by
    funext k
    field_simp
  unfold transverseStates
  rw [h1, intervalIntegral.integral_const_mul, integral_id, Real.sq_sqrt ht]
  ring

/-- For an Airy solution, the integral of `t f(x+t)²` from `t = 0` to `t = T` is the Kohn-Mattsson
expression plus a boundary term at `x + T`. -/
theorem moment_finite {f f' : ℝ → ℝ} (h : IsAirySolution f f') (x T : ℝ) :
    ∫ t in (0 : ℝ)..T, t * f (x + t) ^ 2 = kohnMattsson f f' x +
      (((x + T) ^ 2 * f (x + T) ^ 2 - (x + T) * f' (x + T) ^ 2 + f (x + T) * f' (x + T)) / 3
        - x * ((x + T) * f (x + T) ^ 2 - f' (x + T) ^ 2)) := by
  -- an explicit antiderivative of the integrand
  have hG : ∀ t, HasDerivAt (fun t =>
      ((x + t) ^ 2 * f (x + t) ^ 2 - (x + t) * f' (x + t) ^ 2 + f (x + t) * f' (x + t)) / 3
        - x * ((x + t) * f (x + t) ^ 2 - f' (x + t) ^ 2)) (t * f (x + t) ^ 2) t := by
    intro t
    have hu : HasDerivAt (fun s => x + s) 1 t := (hasDerivAt_id' t).const_add x
    have hf := (h (x + t)).1.comp_const_add x t
    have hg := (h (x + t)).2.comp_const_add x t
    exact (((((hu.fun_pow 2).fun_mul (hf.fun_pow 2)).fun_sub
      (hu.fun_mul (hg.fun_pow 2))).fun_add (hf.fun_mul hg)).div_const 3 |>.fun_sub
      (((hu.fun_mul (hf.fun_pow 2)).fun_sub (hg.fun_pow 2)).const_mul x)).congr_deriv
      (by push_cast; ring)
  have hc : Continuous f := continuous_iff_continuousAt.2 fun u => (h u).1.continuousAt
  have hi : Continuous fun t => t * f (x + t) ^ 2 := by fun_prop
  rw [intervalIntegral.integral_eq_sub_of_hasDerivAt (fun t _ => hG t)
    (hi.intervalIntegrable _ _)]
  simp only [add_zero, kohnMattsson]
  ring

/-- If `u² f²` and `u f'²` vanish at infinity for an Airy solution, the integral of
`t f(x+t)²` over `0 ≤ t ≤ T` tends to the Kohn-Mattsson expression as `T` grows. -/
theorem moment_limit {f f' : ℝ → ℝ} (h : IsAirySolution f f')
    (h1 : Tendsto (fun u => u ^ 2 * f u ^ 2) atTop (𝓝 0))
    (h2 : Tendsto (fun u => u * f' u ^ 2) atTop (𝓝 0)) (x : ℝ) :
    Tendsto (fun T => ∫ t in (0 : ℝ)..T, t * f (x + t) ^ 2) atTop
      (𝓝 (kohnMattsson f f' x)) := by
  -- the remaining boundary terms are dominated by the two given ones
  have ha : Tendsto (fun u => u * f u ^ 2) atTop (𝓝 0) := by
    refine squeeze_zero' ?_ ?_ h1
    · filter_upwards [eventually_ge_atTop 1] with u hu
      exact mul_nonneg (by linarith) (sq_nonneg _)
    · filter_upwards [eventually_ge_atTop 1] with u hu
      exact mul_le_mul_of_nonneg_right (by nlinarith) (sq_nonneg _)
  have hb : Tendsto (fun u => f' u ^ 2) atTop (𝓝 0) := by
    refine squeeze_zero' (Eventually.of_forall fun u => sq_nonneg _) ?_ h2
    filter_upwards [eventually_ge_atTop 1] with u hu
    nlinarith [mul_nonneg (sub_nonneg.2 hu) (sq_nonneg (f' u))]
  have hc : Tendsto (fun u => f u * f' u) atTop (𝓝 0) := by
    have hs := h1.add h2
    rw [add_zero] at hs
    refine squeeze_zero_norm' ?_ hs
    filter_upwards [eventually_ge_atTop 1] with u hu
    have e1 := mul_nonneg (show 0 ≤ u ^ 2 - 1 by nlinarith) (sq_nonneg (f u))
    have e2 := mul_nonneg (sub_nonneg.2 hu) (sq_nonneg (f' u))
    rw [Real.norm_eq_abs, abs_le]
    constructor <;> nlinarith [sq_nonneg (f u + f' u), sq_nonneg (f u - f' u),
      sq_nonneg (f u), sq_nonneg (f' u)]
  have hR := (((h1.sub h2).add hc).div_const 3).sub ((ha.sub hb).const_mul x)
  simp only [sub_zero, add_zero, zero_div, mul_zero] at hR
  have key := (hR.comp (tendsto_atTop_add_const_left atTop x tendsto_id)).const_add
    (kohnMattsson f f' x)
  rw [add_zero] at key
  exact key.congr fun T => (moment_finite h x T).symm

/-- Mean value theorem, for `F` differentiable on the whole line: the change of `F` over an interval
is its slope at some interior point times the length. -/
theorem mean_slope {F F' : ℝ → ℝ} (h : ∀ u, HasDerivAt F (F' u) u) {a b : ℝ} (hab : a < b) :
    ∃ c, a < c ∧ c < b ∧ F b - F a = F' c * (b - a) := by
  obtain ⟨c, hc, e⟩ := exists_hasDerivAt_eq_slope F F' hab
    (fun u _ => (h u).continuousAt.continuousWithinAt) (fun u _ => h u)
  exact ⟨c, hc.1, hc.2, by rw [e, div_mul_cancel₀ _ (sub_ne_zero.2 hab.ne')]⟩

/-- In the forbidden region `u ≥ 0` the product `f f'` of an Airy solution never decreases. -/
theorem slope_mono {f f' : ℝ → ℝ} (h : IsAirySolution f f') {a b : ℝ} (ha : 0 ≤ a)
    (hab : a < b) : f a * f' a ≤ f b * f' b := by
  have hw : ∀ u, HasDerivAt (fun s => f s * f' s) (f' u ^ 2 + u * f u ^ 2) u := fun u =>
    ((h u).1.fun_mul (h u).2).congr_deriv (by ring)
  obtain ⟨c, hac, _, e⟩ := mean_slope hw hab
  have hc : 0 < c := by linarith
  have := mul_nonneg (show 0 ≤ f' c ^ 2 + c * f c ^ 2 by positivity) (sub_nonneg.2 hab.le)
  linarith

/-- An Airy solution with `f²` bounded on `u ≥ 0` decays there so fast that `u² f²` and
`u f'²` tend to zero. -/
theorem forbidden_decay {f f' : ℝ → ℝ} (h : IsAirySolution f f') {C : ℝ}
    (hb : ∀ u, 0 ≤ u → f u ^ 2 ≤ C) :
    Tendsto (fun u => u ^ 2 * f u ^ 2) atTop (𝓝 0) ∧
      Tendsto (fun u => u * f' u ^ 2) atTop (𝓝 0) := by
  have hC : 0 ≤ C := (sq_nonneg (f 0)).trans (hb 0 le_rfl)
  have hsq : ∀ u, HasDerivAt (fun s => f s ^ 2) (2 * (f u * f' u)) u := fun u =>
    ((h u).1.fun_pow 2).congr_deriv (by push_cast; ring)
  have hsq' : ∀ u, HasDerivAt (fun s => f' s ^ 2) (2 * (u * (f u * f' u))) u := fun u =>
    ((h u).2.fun_pow 2).congr_deriv (by push_cast; ring)
  have hw : ∀ u, HasDerivAt (fun s => f s * f' s) (f' u ^ 2 + u * f u ^ 2) u := fun u =>
    ((h u).1.fun_mul (h u).2).congr_deriv (by ring)
  have len : ∀ p : ℝ, 0 < p → ∃ d, 0 < d ∧ p * d = C + 1 := fun p hp =>
    ⟨(C + 1) / p, div_pos (by linarith) hp, by rw [mul_comm, div_mul_cancel₀ _ hp.ne']⟩
  -- a positive slope of f² would make f² unbounded
  have hneg : ∀ a, 0 ≤ a → f a * f' a ≤ 0 := by
    intro a ha
    by_contra hp
    obtain ⟨d, hd, hd2⟩ := len _ (not_le.1 hp)
    obtain ⟨c, hac, _, e⟩ := mean_slope hsq (show a < a + d by linarith)
    nlinarith [mul_le_mul_of_nonneg_right (slope_mono h ha hac) hd.le, sq_nonneg (f a),
      hb (a + d) (by linarith)]
  -- a slope staying below a negative number would make f² negative
  have hlim : Tendsto (fun u => -(f u * f' u)) atTop (𝓝 0) := by
    refine tendsto_order.2 ⟨fun l hl => ?_, fun ε hε => ?_⟩
    · filter_upwards [eventually_ge_atTop 0] with u hu
      linarith [hneg u hu]
    · obtain ⟨a, ha, hae⟩ : ∃ a, 0 ≤ a ∧ -(f a * f' a) < ε := by
        by_contra hno
        obtain ⟨d, hd, hd2⟩ := len ε hε
        obtain ⟨c, hc, _, e⟩ := mean_slope hsq hd
        have hcε : ε ≤ -(f c * f' c) := not_lt.1 fun hlt => hno ⟨c, hc.le, hlt⟩
        nlinarith [mul_le_mul_of_nonneg_right hcε hd.le, hb 0 le_rfl, sq_nonneg (f d)]
      filter_upwards [eventually_gt_atTop a] with u hu
      linarith [slope_mono h ha hu]
  -- compare the points u/2 and u
  have key : ∀ u, 0 < u → u ^ 2 * f u ^ 2 ≤ 4 * -(f (u / 2) * f' (u / 2)) ∧
      u * f' u ^ 2 ≤ 4 * -(f (u / 2) * f' (u / 2)) := by
    intro u hu
    obtain ⟨c, hc, hcu, e⟩ := mean_slope hw (show u / 2 < u by linarith)
    obtain ⟨p, hp, _, e1⟩ := mean_slope hsq hcu
    obtain ⟨q, hq, _, e2⟩ := mean_slope hsq' hcu
    have hp0 := neg_nonneg.2 (hneg p (by linarith))
    have hq0 := neg_nonneg.2 (hneg q (by linarith))
    have h1 : f u ^ 2 ≤ f c ^ 2 := by nlinarith [mul_nonneg hp0 (sub_nonneg.2 hcu.le)]
    have h2 : f' u ^ 2 ≤ f' c ^ 2 := by
      nlinarith [mul_nonneg (mul_nonneg (show 0 ≤ q by linarith) hq0) (sub_nonneg.2 hcu.le)]
    have h3 : u / 2 * f u ^ 2 ≤ c * f c ^ 2 :=
      mul_le_mul hc.le h1 (sq_nonneg _) (by linarith)
    have h4 := mul_le_mul_of_nonneg_right (add_le_add h2 h3) (show 0 ≤ u / 2 by linarith)
    have h5 : 0 ≤ u * f' u ^ 2 := by positivity
    have h6 : 0 ≤ u ^ 2 * f u ^ 2 := by positivity
    constructor <;> nlinarith [hneg u hu.le]
  have hl := (hlim.comp (tendsto_id.atTop_div_const (show (0 : ℝ) < 2 by norm_num))).const_mul 4
  rw [mul_zero] at hl
  constructor
  · refine squeeze_zero' (Eventually.of_forall fun u => by positivity) ?_ hl
    filter_upwards [eventually_gt_atTop 0] with u hu using (key u hu).1
  · refine squeeze_zero' ?_ ?_ hl
    · filter_upwards [eventually_gt_atTop 0] with u hu using by positivity
    · filter_upwards [eventually_gt_atTop 0] with u hu using (key u hu).2

/-- Kohn-Mattsson density: for an Airy solution with `f²` bounded on `u ≥ 0`, filling all
orbitals below the chemical potential gives the Kohn-Mattsson expression over `2π`. -/
theorem airy_gas_density {f f' : ℝ → ℝ} (h : IsAirySolution f f') {C : ℝ}
    (hb : ∀ u, 0 ≤ u → f u ^ 2 ≤ C) (x : ℝ) :
    Tendsto (fun T => filledDensity f T x) atTop (𝓝 (kohnMattsson f f' x / (2 * π))) := by
  obtain ⟨h1, h2⟩ := forbidden_decay h hb
  refine ((moment_limit h h1 h2 x).div_const (2 * π)).congr' ?_
  filter_upwards [eventually_ge_atTop 0] with T hT
  unfold filledDensity
  rw [← intervalIntegral.integral_div]
  refine intervalIntegral.integral_congr fun t ht => ?_
  rw [Set.uIcc_of_le hT] at ht
  simp only [transverseStates_eq ht.1]
  ring

/-- For an Airy solution the Kohn-Mattsson expression has gradient `x f² - f'²` and second
derivative `f²`. -/
theorem density_gradient {f f' : ℝ → ℝ} (h : IsAirySolution f f') (x : ℝ) :
    HasDerivAt (kohnMattsson f f') (x * f x ^ 2 - f' x ^ 2) x ∧
      HasDerivAt (fun y => y * f y ^ 2 - f' y ^ 2) (f x ^ 2) x := by
  have hu := hasDerivAt_id' x
  obtain ⟨hf, hg⟩ := h x
  constructor
  · exact (((((hu.fun_pow 2).fun_mul (hf.fun_pow 2)).fun_sub
      (hu.fun_mul (hg.fun_pow 2))).fun_sub ((hf.fun_mul hg).div_const 2)).const_mul
      (2 / 3)).congr_deriv (by push_cast; ring)
  · exact ((hu.fun_mul (hf.fun_pow 2)).fun_sub (hg.fun_pow 2)).congr_deriv
      (by push_cast; ring)

end

end AiryGas
```

```lean
#print axioms AiryGas.orbital_schrodinger
#print axioms AiryGas.airy_gas_density
#print axioms AiryGas.density_gradient
```

```
'AiryGas.orbital_schrodinger' depends on axioms: [propext, Classical.choice, Quot.sound]
'AiryGas.airy_gas_density' depends on axioms: [propext, Classical.choice, Quot.sound]
'AiryGas.density_gradient' depends on axioms: [propext, Classical.choice, Quot.sound]
```

## Antiderivative, decay and assembly in Lean

`orbital_schrodinger` and `transverseStates_eq` establish the shifted wave equation and the disc count.

In `moment_finite`, `hG` states that $G(x+t)$ has derivative $tf(x+t)^2$ with respect to $t$. The product and power rules build the derivative, and `ring` identifies it with the integrand. The fundamental theorem of calculus then gives the value at finite `T`. `moment_limit` removes the upper end: `ha`, `hb` and `hc` are the three comparisons for $u\ge1$, each closed by a squeeze argument.

`mean_slope` is the mean value theorem in product form, and `slope_mono` applies it to $w$. Inside `forbidden_decay`, `hneg` proves $w\le0$ and `hlim` proves $-w\to0$. Both contradictions use `len`, which picks an interval long enough for $f^2$ to leave the range from $0$ to $C$. The step `key` is the comparison of $u/2$ with $u$, and two squeezes finish the decay.

`airy_gas_density` feeds this decay into `moment_limit`, divides by $2\pi$, and replaces $t/2\pi$ by the disc count for $t\ge0$. `density_gradient` obtains the two derivatives of $K$ from the same differentiation rules.
